# Invertible g matrices of a Kramers doublet are related by a proper pseudospin rotation exactly when g gᵀ and the sign of det g agree

Let B be a real magnetic field with components B₀, B₁, B₂ along x, y, z, and let σ₀, σ₁, σ₂ be the Pauli matrices in the same order. In units of the Bohr magneton, the Zeeman Hamiltonian of a Kramers doublet with pseudospin S = σ/2 is

H(B) = B·g·S = ½ Σᵢⱼ Bᵢ gᵢⱼ σⱼ.

The first index of the real 3 by 3 matrix g belongs to the field and the second to the pseudospin. A proper pseudospin rotation therefore acts from the right, g → gR, with R Rᵀ = 1 and det R = 1. The Abragam-Bleaney tensor is

G = g gᵀ.

Let g and h be two such matrices, with det g ≠ 0. The claim is that a proper rotation R with h = gR exists if and only if

g gᵀ = h hᵀ and det g · det h > 0.

Physically, det g ≠ 0 means that a field in any direction splits the doublet to first order. An ideally axial doublet with no transverse response is excluded.

For an isolated doublet with a linear Zeeman term and invertible g, this tells an electronic-structure calculation when two computed g matrices differ only by a choice of pseudospin axes.

## G and det g from the Hamiltonian

The Pauli matrices satisfy σⱼσₖ = δⱼₖ + i Σₗ εⱼₖₗ σₗ, so for real vectors u and v

(u·σ)(v·σ) = u·v + i (u × v)·σ.

Setting u = v gives (v·σ)² = v·v. Since H(B) = ½ v·σ with v = gᵀB,

H(B)² = ¼ (gᵀB)·(gᵀB) = ¼ B·G·B,

times the identity. H(B) is traceless, so its levels are ±½ √(B·G·B), and G fixes every splitting. Conversely, the values of B·G·B fix G. With unit vectors eᵢ and eⱼ, and G symmetric,

(eᵢ + eⱼ)·G·(eᵢ + eⱼ) = Gᵢᵢ + Gⱼⱼ + 2Gᵢⱼ,

and the two diagonal terms are known from fields along eᵢ and eⱼ alone.

The determinant appears in a triple product. Multiplying the product formula by w·σ and taking the trace gives

tr[(u·σ)(v·σ)(w·σ)] = 2i (u × v)·w.

A unit field along eᵢ selects row i of g. The three factors ½ then give

tr[H(e₀)H(e₁)H(e₂)] = ⅛ · 2i det g = (i/4) det g.

## From equal invariants to a rotation

Suppose first that h = gR with R proper. Then

h hᵀ = g R Rᵀ gᵀ = g gᵀ,
det g · det h = (det g)² > 0.

For the other direction, the only candidate is R = g⁻¹h, which satisfies gR = h. If the G tensors agree, then

R Rᵀ = g⁻¹ h hᵀ (g⁻¹)ᵀ = g⁻¹ g gᵀ (g⁻¹)ᵀ = 1.

Hence (det R)² = 1. If det R were −1, then det h = −det g and det g · det h = −(det g)² < 0, against the sign condition. So det R = 1.

The pair g and −g shows what the sign contributes. Both have the same G, but in three dimensions det(−g) = −det g, so no proper rotation connects them.

A change of doublet basis replaces H(B) by U H(B) U† at the same field, with U unitary. The square of H(B), being a multiple of the identity, is unchanged, and so is the trace of the triple product. G and det g are therefore preserved, and for invertible g the criterion supplies a proper rotation.

For example, take U = diag(1, i) and g = diag(a, b, c). The upper off-diagonal element of v·σ, with v = (aB₀, bB₁, cB₂), becomes

−i (v₀ − i v₁) = −v₁ − i v₀,

so v turns into (−v₁, v₀, v₂), a quarter turn about z.

## The Zeeman Hamiltonian as a matrix in Lean

```lean
import Mathlib

open Matrix

namespace KramersGTensor

noncomputable section
```

A real vector is a function on `Fin 3`, with indices 0, 1, 2 as above. The first definition writes out v·σ as a complex 2 by 2 matrix.

```lean
/-- The Pauli matrices contracted with a real vector, `v · σ`. -/
def pauliVec (v : Fin 3 → ℝ) : Matrix (Fin 2) (Fin 2) ℂ :=
  !![(v 2 : ℂ), (v 0 : ℂ) - (v 1 : ℂ) * Complex.I;
     (v 0 : ℂ) + (v 1 : ℂ) * Complex.I, -(v 2 : ℂ)]
```

In `zeeman`, the product `B ᵥ* g` treats B as a row vector, which fixes the index convention for g. The Hamiltonian is taken in this form; it is not derived from a microscopic model or from time-reversal symmetry.

```lean
/-- The Zeeman Hamiltonian `B · g · S` of a Kramers doublet with pseudospin `S = σ / 2`,
in units of the Bohr magneton. -/
def zeeman (g : Matrix (Fin 3) (Fin 3) ℝ) (B : Fin 3 → ℝ) : Matrix (Fin 2) (Fin 2) ℂ :=
  (1 / 2 : ℂ) • pauliVec (B ᵥ* g)

/-- The Abragam-Bleaney tensor `G = g gᵀ`. -/
def gTensor (g : Matrix (Fin 3) (Fin 3) ℝ) : Matrix (Fin 3) (Fin 3) ℝ := g * gᵀ
```

## Squares, traces and polarization

The first lemma checks (v·σ)² = v·v entry by entry. The diagonal entries need i² = −1, supplied by `Complex.I_sq`.

```lean
/-- The square of `v · σ` is `v · v` times the identity. -/
theorem pauliVec_sq (v : Fin 3 → ℝ) :
    pauliVec v * pauliVec v = ((v ⬝ᵥ v : ℝ) : ℂ) • (1 : Matrix (Fin 2) (Fin 2) ℂ) := by
  ext i j
  fin_cases i <;> fin_cases j <;>
    simp [pauliVec, Matrix.mul_apply, dotProduct, Fin.sum_univ_two, Fin.sum_univ_three]
  · linear_combination (-(v 1 : ℂ) ^ 2) * Complex.I_sq
  · ring
  · ring
  · linear_combination (-(v 1 : ℂ) ^ 2) * Complex.I_sq
```

In `zeeman_sq`, the intermediate equation `hq` is the identity B·G·B = (gᵀB)·(gᵀB). The remaining rewrites collect the two factors ½.

```lean
/-- The square of the Zeeman Hamiltonian is `(B · G · B) / 4` times the identity. -/
theorem zeeman_sq (g : Matrix (Fin 3) (Fin 3) ℝ) (B : Fin 3 → ℝ) :
    zeeman g B * zeeman g B =
      ((B ⬝ᵥ (gTensor g *ᵥ B) / 4 : ℝ) : ℂ) • (1 : Matrix (Fin 2) (Fin 2) ℂ) := by
  have hq : B ⬝ᵥ (gTensor g *ᵥ B) = (B ᵥ* g) ⬝ᵥ (B ᵥ* g) := by
    rw [gTensor, ← Matrix.mulVec_mulVec, Matrix.dotProduct_mulVec, Matrix.mulVec_transpose]
  rw [hq, zeeman, Matrix.smul_mul, Matrix.mul_smul, pauliVec_sq, smul_smul, smul_smul]
  congr 1
  push_cast
  ring
```

The trace theorem uses `hrow` to replace each unit field `Pi.single i 1` by row i of g, then expands both the trace and the determinant explicitly, where the derivation by hand used the cross product.

```lean
/-- The trace of the product of the Zeeman Hamiltonians for unit fields along x, y and z
is `(i / 4) det g`. -/
theorem trace_zeeman_xyz (g : Matrix (Fin 3) (Fin 3) ℝ) :
    (zeeman g (Pi.single 0 1) * zeeman g (Pi.single 1 1) * zeeman g (Pi.single 2 1)).trace =
      Complex.I / 4 * (g.det : ℂ) := by
  have hrow : ∀ i : Fin 3, (Pi.single i 1 : Fin 3 → ℝ) ᵥ* g = g i := by
    intro i
    ext j
    simp
  simp only [zeeman, hrow]
  rw [Matrix.det_fin_three]
  simp [pauliVec, Matrix.trace_fin_two]
  ring
```

The next theorem says that B·G·B agrees for all real fields exactly when the tensors agree. Its proof evaluates the hypothesis at eᵢ, eⱼ and eᵢ + eⱼ; `hs` records the symmetry of G, and `linarith` solves for the off-diagonal element.

```lean
/-- Two g matrices give the same `B · G · B` for every field exactly when their
tensors `G` coincide. -/
theorem quadratic_form_iff (g h : Matrix (Fin 3) (Fin 3) ℝ) :
    (∀ B : Fin 3 → ℝ, B ⬝ᵥ (gTensor g *ᵥ B) = B ⬝ᵥ (gTensor h *ᵥ B)) ↔
      gTensor g = gTensor h := by
  constructor
  · intro H
    have hs : ∀ (k : Matrix (Fin 3) (Fin 3) ℝ) (i j : Fin 3),
        gTensor k j i = gTensor k i j := by
      intro k i j
      simp [gTensor, Matrix.mul_apply, mul_comm]
    ext i j
    -- polarization: fields along i, along j, and along their sum
    have hi := H (Pi.single i 1)
    have hj := H (Pi.single j 1)
    have hij := H (Pi.single i 1 + Pi.single j 1)
    simp [Matrix.mulVec_add, add_dotProduct, dotProduct_add] at hi hj hij
    linarith [hs g i j, hs h i j]
  · intro H B
    rw [H]
```

## The rotation criterion

The statement of `rotation_iff` assumes `g.det ≠ 0` and nothing about h, whose invertibility follows from either side. The existential on the left contains the two conditions for a proper rotation and the equation `h = g * R`. On the right, "same sign" is expressed as a positive product of determinants.

The forward half inserts `R * Rᵀ` between g and gᵀ. In the converse, `hgR` verifies g(g⁻¹h) = h, `hR` is the orthogonality calculation, and `hsq` gives (det R)² = 1. The final case split discards det R = −1 by the sign condition.

```lean
/-- For invertible `g`, a proper pseudospin rotation takes `g` to `h` if and only if
`g gᵀ = h hᵀ` and the determinants of `g` and `h` have the same sign. -/
theorem rotation_iff (g h : Matrix (Fin 3) (Fin 3) ℝ) (hg : g.det ≠ 0) :
    (∃ R : Matrix (Fin 3) (Fin 3) ℝ, R * Rᵀ = 1 ∧ R.det = 1 ∧ h = g * R) ↔
      gTensor g = gTensor h ∧ 0 < g.det * h.det := by
  constructor
  · rintro ⟨R, hR, hd, rfl⟩
    constructor
    · unfold gTensor
      calc g * gᵀ = g * (R * Rᵀ) * gᵀ := by rw [hR, Matrix.mul_one]
        _ = g * R * (g * R)ᵀ := by
          rw [Matrix.transpose_mul]
          simp only [Matrix.mul_assoc]
    · rw [Matrix.det_mul, hd, mul_one]
      exact mul_self_pos.mpr hg
  · rintro ⟨hG, hpos⟩
    have hG' : g * gᵀ = h * hᵀ := hG
    have hu : IsUnit g.det := hg.isUnit
    have hgR : g * (g⁻¹ * h) = h := by
      rw [← Matrix.mul_assoc, Matrix.mul_nonsing_inv _ hu, Matrix.one_mul]
    -- equality of the G tensors makes g⁻¹ h orthogonal
    have hR : g⁻¹ * h * (g⁻¹ * h)ᵀ = 1 := by
      calc g⁻¹ * h * (g⁻¹ * h)ᵀ = g⁻¹ * (h * hᵀ) * (g⁻¹)ᵀ := by
            rw [Matrix.transpose_mul]
            simp only [Matrix.mul_assoc]
        _ = (g⁻¹ * g) * (g⁻¹ * g)ᵀ := by
            rw [← hG', Matrix.transpose_mul]
            simp only [Matrix.mul_assoc]
        _ = 1 := by
            rw [Matrix.nonsing_inv_mul _ hu, Matrix.transpose_one, Matrix.mul_one]
    refine ⟨g⁻¹ * h, hR, ?_, hgR.symm⟩
    have hsq : (g⁻¹ * h).det * (g⁻¹ * h).det = 1 := by
      have h1 := congrArg Matrix.det hR
      rwa [Matrix.det_mul, Matrix.det_transpose, Matrix.det_one] at h1
    have hdet : g.det * (g⁻¹ * h).det = h.det := by
      rw [← Matrix.det_mul, hgR]
    -- the sign condition excludes an improper rotation
    rcases mul_self_eq_one_iff.mp hsq with h1 | h1
    · exact h1
    · rw [h1] at hdet
      rw [← hdet] at hpos
      nlinarith [mul_self_nonneg g.det]
```

The comparison of g with −g applies the criterion and finds a negative product of determinants.

```lean
/-- The matrices `g` and `-g` have the same tensor `G`, but for invertible `g` no proper
pseudospin rotation takes one to the other. -/
theorem sign_is_needed (g : Matrix (Fin 3) (Fin 3) ℝ) (hg : g.det ≠ 0) :
    gTensor g = gTensor (-g) ∧
      ¬ ∃ R : Matrix (Fin 3) (Fin 3) ℝ, R * Rᵀ = 1 ∧ R.det = 1 ∧ -g = g * R := by
  refine ⟨by simp [gTensor], ?_⟩
  rw [rotation_iff g (-g) hg]
  rintro ⟨-, hpos⟩
  have hn : (-g).det = -g.det := by
    rw [Matrix.det_neg, Fintype.card_fin]
    ring
  rw [hn] at hpos
  nlinarith [mul_self_nonneg g.det]
```

## Unitary changes of the doublet basis

Here `Uᴴ` is the conjugate transpose U†, and `hH` says that the two Hamiltonians are related by one fixed U at every field. The laboratory axes stay put. The determinant of U is unrestricted, since an overall phase cancels, and g may be singular.

The auxiliary equation `hmul` removes U†U from between two transformed factors. The first half of the proof compares squared Hamiltonians and passes to G through `quadratic_form_iff`; the second compares triple traces, using cyclicity, and cancels i/4.

```lean
/-- A unitary change of basis of the doublet leaves `G` and `det g` unchanged. -/
theorem invariants_of_unitary (g h : Matrix (Fin 3) (Fin 3) ℝ)
    (U : Matrix (Fin 2) (Fin 2) ℂ) (hU : Uᴴ * U = 1)
    (hH : ∀ B, zeeman h B = U * zeeman g B * Uᴴ) :
    gTensor g = gTensor h ∧ g.det = h.det := by
  have hU' : U * Uᴴ = 1 := mul_eq_one_comm.mp hU
  have hmul : ∀ X Y : Matrix (Fin 2) (Fin 2) ℂ,
      U * X * Uᴴ * (U * Y * Uᴴ) = U * (X * Y) * Uᴴ := by
    intro X Y
    calc U * X * Uᴴ * (U * Y * Uᴴ) = U * X * (Uᴴ * U) * Y * Uᴴ := by
          simp only [Matrix.mul_assoc]
      _ = U * (X * Y) * Uᴴ := by
          rw [hU, Matrix.mul_one]
          simp only [Matrix.mul_assoc]
  constructor
  · -- compare the squared Hamiltonians
    rw [← quadratic_form_iff]
    intro B
    have h1 : zeeman h B * zeeman h B = zeeman g B * zeeman g B := by
      rw [hH, hmul, zeeman_sq, Matrix.mul_smul, Matrix.mul_one, Matrix.smul_mul, hU']
    rw [zeeman_sq, zeeman_sq] at h1
    have h2 := congrArg (fun M : Matrix (Fin 2) (Fin 2) ℂ => (M 0 0).re) h1
    simp only [Matrix.smul_apply, Matrix.one_apply_eq, smul_eq_mul, mul_one,
      Complex.ofReal_re] at h2
    linarith
  · -- compare the traces of the triple products
    have h1 := trace_zeeman_xyz h
    rw [hH, hH, hH, hmul, hmul, Matrix.trace_mul_comm, ← Matrix.mul_assoc, hU,
      Matrix.one_mul, trace_zeeman_xyz] at h1
    have hI : Complex.I / 4 ≠ 0 := div_ne_zero Complex.I_ne_zero (by norm_num)
    exact_mod_cast mul_left_cancel₀ hI h1
```

Equal determinants have a positive product when g is invertible, so `rotation_iff` now yields the rotation. The implication runs from unitaries to rotations; that every proper rotation also arises from some unitary is the familiar relation between SU(2) and SO(3), for which no proof is given here.

```lean
/-- A unitary change of basis of the doublet acts on an invertible g matrix as a proper
pseudospin rotation. -/
theorem rotation_of_unitary (g h : Matrix (Fin 3) (Fin 3) ℝ) (hg : g.det ≠ 0)
    (U : Matrix (Fin 2) (Fin 2) ℂ) (hU : Uᴴ * U = 1)
    (hH : ∀ B, zeeman h B = U * zeeman g B * Uᴴ) :
    ∃ R : Matrix (Fin 3) (Fin 3) ℝ, R * Rᵀ = 1 ∧ R.det = 1 ∧ h = g * R := by
  obtain ⟨hG, hd⟩ := invariants_of_unitary g h U hU hH
  refine (rotation_iff g h hg).mpr ⟨hG, ?_⟩
  rw [← hd]
  exact mul_self_pos.mpr hg
```

The last theorem verifies the quarter turn for arbitrary real a, b, c by comparing matrix entries. When abc ≠ 0, it gives a concrete instance of the preceding theorem.

```lean
/-- The unitary `diag(1, i)` takes the Zeeman Hamiltonian with `g = diag(a, b, c)` to the one
with rows `(0, a, 0)`, `(-b, 0, 0)`, `(0, 0, c)`. -/
theorem unitary_witness (a b c : ℝ) :
    (!![1, 0; 0, Complex.I] : Matrix (Fin 2) (Fin 2) ℂ)ᴴ * !![1, 0; 0, Complex.I] = 1 ∧
    ∀ B, zeeman !![0, a, 0; -b, 0, 0; 0, 0, c] B =
      !![1, 0; 0, Complex.I] * zeeman !![a, 0, 0; 0, b, 0; 0, 0, c] B *
        (!![1, 0; 0, Complex.I] : Matrix (Fin 2) (Fin 2) ℂ)ᴴ := by
  constructor
  · ext i j
    fin_cases i <;> fin_cases j <;> simp [Matrix.mul_apply, Fin.sum_univ_two]
  · intro B
    ext i j
    fin_cases i <;> fin_cases j <;>
      simp [zeeman, pauliVec, Matrix.mul_apply, Matrix.vecMul, dotProduct,
        Fin.sum_univ_two, Fin.sum_univ_three]
    · linear_combination (-(B 1 * b : ℂ) / 2) * Complex.I_sq
    · linear_combination (-(B 1 * b : ℂ) / 2) * Complex.I_sq
    · linear_combination (-(B 2 * c : ℂ) / 2) * Complex.I_sq

end

end KramersGTensor
```

```lean
#print axioms KramersGTensor.sign_is_needed
#print axioms KramersGTensor.rotation_of_unitary
```

```
'KramersGTensor.sign_is_needed' depends on axioms: [propext, Classical.choice, Quot.sound]
'KramersGTensor.rotation_of_unitary' depends on axioms: [propext, Classical.choice, Quot.sound]
```

## Comparing g matrices from two calculations

An ab initio program can obtain the three matrices H(e₀), H(e₁), H(e₂) from the magnetic moment operator within the computed doublet. The diagonaliser returns an arbitrary basis of the degenerate pair, so the individual elements of g may change between runs. The invariants can be evaluated directly from the same matrices:

Gᵢⱼ = 2 tr[H(eᵢ)H(eⱼ)],
det g = −4i tr[H(e₀)H(e₁)H(e₂)].

The square roots of the eigenvalues of G are the magnitudes of the principal g values, and det g gives the sign of their product.

To compare two runs made with the same laboratory axes, a script can check G and the sign of det g, and then form R = g⁻¹h if the rotation itself is wanted. In floating-point arithmetic the equalities are tested to a tolerance. When one principal value is close to zero, g⁻¹ amplifies numerical errors, and comparing G directly is more stable than testing the orthogonality of R.
